# A continuous quasiparticle branch of a real self-energy has slope Z = 1/(1 − Σ′) in the bare energy, and 0 < Z ≤ 1 when Σ′ ≤ 0

Let ε be the bare energy of a level and Σ(ω) a real self-energy that depends on the frequency ω. For every bare energy y near ε, let E(y) solve the quasiparticle equation

E(y) = y + Σ(E(y)).

If E is continuous at ε, and Σ has derivative s ≤ 0 at the quasiparticle energy E(ε), then E is differentiable at ε and

E′(ε) = Z = 1/(1 − s), with 0 < Z ≤ 1.

With Σ held fixed, a small shift of the bare level therefore moves the quasiparticle level in the same direction and, to first order, by no more than the shift itself. Along a band, the same factor Z multiplies the velocity if Σ does not depend on momentum.

## Where Z enters quasiparticle codes

Codes of the GW type often replace the quasiparticle equation by its linearisation at the bare energy. One Newton step from ω = ε gives

E ≈ ε + Σ(ε)/(1 − Σ′(ε)).

If the bare level already contains a mean-field exchange-correlation potential, Σ stands here for the self-energy minus that potential. The subtraction is static and leaves the slope unchanged.

For a single band with a momentum-independent self-energy, as in single-site dynamical mean-field theory of a one-band model, Z relates the quasiparticle velocity to the bare band velocity, as long as Σ can be treated as real near the energy of interest.

The identity also gives a consistency check for a root solver. With Σ held fixed, solve at ε + h and ε − h for a small step h, following the same root, and compare

[E(ε + h) − E(ε − h)]/(2h)

with 1/(1 − Σ′(E(ε))).

## The slope from the inverse map

Solve the quasiparticle equation for the bare energy instead of the dressed one. With

g(ω) = ω − Σ(ω),

the equation reads g(E(y)) = y for y near ε, and the derivative of g at E(ε) is 1 − s.

Take y near ε with y ≠ ε. Then E(y) ≠ E(ε), because equal values would give y = g(E(y)) = g(E(ε)) = ε. The difference quotient of E can therefore be written as

(E(y) − E(ε))/(y − ε) = (E(y) − E(ε))/(g(E(y)) − g(E(ε))).

As y → ε, continuity gives E(y) → E(ε). The right-hand side is the reciprocal of a difference quotient of g, which tends to 1 − s. For s ≠ 1 the limit is 1/(1 − s), so differentiability of E comes out of the argument and does not go into it. If s ≤ 0, then 1 − s ≥ 1, and hence 0 < Z ≤ 1.

**Velocity.** Let the bare energy follow a band ε(k) with velocity u = dε/dk, in units with ħ = 1, and let Σ be the same function at every k. For s ≤ 0, the chain rule and the bounds on Z give

dE(ε(k))/dk = Z u, and |Z u| = Z |u| ≤ |u|.

**Weight of the pole.** Let w₀ = ε + Σ(w₀) be a quasiparticle energy, let s now be the slope of Σ at w₀, with s ≠ 1, and let G(ω) = 1/(ω − ε − Σ(ω)) be the Green's function. Since ε = g(w₀), the denominator is g(ω) − g(w₀), so

(ω − w₀) G(ω) = (ω − w₀)/(g(ω) − g(w₀)) → 1/(1 − s) = Z as ω → w₀.

The factor that rescales the velocity is thus also the weight of the pole.

**Lehmann form.** Take a static shift s₀ and finitely many poles p_k with real couplings v_k, where k now labels poles:

Σ(ω) = s₀ + ∑_k v_k²/(ω − p_k).

Away from the poles, each term has derivative −v_k²/(ω − p_k)². The slope is therefore never positive, and

Z = 1/(1 + ∑_k v_k²/(E(ε) − p_k)²).

Z equals one exactly when the sum vanishes. Its terms are nonnegative and its denominators nonzero, so this happens exactly when every v_k is zero. With no poles at all, the sum is empty and Z = 1.

**Two coupled levels.** A level at y, coupled with strength v ≠ 0 to a level at zero, has eigenvalues that satisfy E(E − y) = v². The upper one is

E(y) = (y + √(y² + 4v²))/2.

It cannot be zero, since v² is not. Dividing by E gives E = y + v²/E, the quasiparticle equation with a single pole at zero. At y = 0 this yields E = |v| and Z = 1/2.

## The slope belongs at E(ε), not at ε

The derivative in Z is taken at the solution. The linearised formula uses the derivative at the bare energy, and the two are readily confused because both results are called Z. In the two-level model with v = 1 and ε = 1, the solution is E = (1 + √5)/2 ≈ 1.618. The slope of Σ there is −1/E² ≈ −0.382, so Z ≈ 0.724, in agreement with direct differentiation of the upper branch. The slope at the bare energy is −1, which would give 0.5.

## Lean source

```lean
import Mathlib

open Filter Topology

namespace QuasiparticleSlope

noncomputable section

/-- The quasiparticle weight `Z = 1 / (1 - s)` for a self-energy of slope `s`, with `s ≠ 1`. -/
def quasiparticleWeight (s : ℝ) : ℝ := 1 / (1 - s)

/-- The Green's function `1 / (w - ε - S w)` of a level `ε` with real self-energy `S`,
for frequencies `w` at which the denominator is nonzero. -/
def greenFunction (S : ℝ → ℝ) (ε w : ℝ) : ℝ := 1 / (w - ε - S w)

/-- A self-energy in Lehmann form: a static shift `s₀` plus poles at `p k` with couplings `v k`,
for frequencies `w` different from every `p k`. -/
def lehmannSelfEnergy {ι : Type*} [Fintype ι] (s₀ : ℝ) (v p : ι → ℝ) (w : ℝ) : ℝ :=
  s₀ + ∑ k, v k ^ 2 / (w - p k)

/-- A continuous solution branch of the quasiparticle equation has slope `Z` with respect to the
bare energy, provided the slope of the self-energy at the solution is not one. -/
theorem hasDerivAt_branch {E S : ℝ → ℝ} {ε s : ℝ} (hE : ContinuousAt E ε)
    (hD : ∀ᶠ y in 𝓝 ε, E y = y + S (E y)) (hS : HasDerivAt S s (E ε)) (hs : s ≠ 1) :
    HasDerivAt E (quasiparticleWeight s) ε := by
  -- The bare energy as a function of the dressed one is `w - S w`.
  have hg : HasDerivAt (fun w => w - S w) (1 - s) (E ε) := (hasDerivAt_id' _).fun_sub hS
  have hinv : ∀ᶠ y in 𝓝 ε, (fun w => w - S w) (E y) = y := by
    filter_upwards [hD] with y hy
    show E y - S (E y) = y
    linarith
  have h := HasDerivAt.of_local_left_inverse hE hg (sub_ne_zero.mpr hs.symm) hinv
  rw [quasiparticleWeight, one_div]
  exact h

/-- If the self-energy has slope `s ≤ 0` at the quasiparticle energy, a continuous solution branch
has slope `Z = 1 / (1 - s)` with respect to the bare energy, and `0 < Z ≤ 1`. -/
theorem quasiparticle_slope {E S : ℝ → ℝ} {ε s : ℝ} (hE : ContinuousAt E ε)
    (hD : ∀ᶠ y in 𝓝 ε, E y = y + S (E y)) (hS : HasDerivAt S s (E ε)) (hs : s ≤ 0) :
    HasDerivAt E (quasiparticleWeight s) ε ∧
      0 < quasiparticleWeight s ∧ quasiparticleWeight s ≤ 1 := by
  have hpos : 0 < 1 - s := by linarith
  refine ⟨hasDerivAt_branch hE hD hS (by linarith), one_div_pos.mpr hpos, ?_⟩
  rw [quasiparticleWeight, div_le_one hpos]
  linarith

/-- Velocity renormalisation: for a momentum-independent self-energy of slope `s ≤ 0` at the
quasiparticle energy, the velocity along a continuous solution branch is `Z` times the bare band
velocity `u`, and its magnitude does not exceed that of `u`. -/
theorem velocity_renormalisation {E S band : ℝ → ℝ} {k u s : ℝ}
    (hband : HasDerivAt band u k) (hE : ContinuousAt E (band k))
    (hD : ∀ᶠ y in 𝓝 (band k), E y = y + S (E y))
    (hS : HasDerivAt S s (E (band k))) (hs : s ≤ 0) :
    HasDerivAt (fun q => E (band q)) (quasiparticleWeight s * u) k ∧
      |quasiparticleWeight s * u| ≤ |u| := by
  obtain ⟨h, hpos, hle⟩ := quasiparticle_slope hE hD hS hs
  refine ⟨HasDerivAt.comp k h hband, ?_⟩
  rw [abs_mul, abs_of_pos hpos]
  exact mul_le_of_le_one_left (abs_nonneg _) hle

/-- At a solution `w₀` of the quasiparticle equation where the self-energy has slope `s ≠ 1`,
`(w - w₀) G(w)` tends to `Z` as `w` approaches `w₀`. -/
theorem weight_is_residue {S : ℝ → ℝ} {ε w₀ s : ℝ} (hw : w₀ = ε + S w₀)
    (hS : HasDerivAt S s w₀) (hs : s ≠ 1) :
    Tendsto (fun w => (w - w₀) * greenFunction S ε w) (𝓝[≠] w₀)
      (𝓝 (quasiparticleWeight s)) := by
  have hg : HasDerivAt (fun w => w - S w) (1 - s) w₀ := (hasDerivAt_id' _).fun_sub hS
  -- The product is the inverse of the difference quotient of `w - S w`.
  have h := (hasDerivAt_iff_tendsto_slope.mp hg).inv₀ (sub_ne_zero.mpr hs.symm)
  rw [quasiparticleWeight, one_div]
  refine h.congr fun w => ?_
  have hden : (w - S w) - (w₀ - S w₀) = w - ε - S w := by linarith
  simp only [slope_def_field, inv_div, greenFunction, mul_one_div, hden]

/-- Away from its poles, a Lehmann self-energy has slope `-∑ v_k² / (w - p_k)²`. -/
theorem hasDerivAt_lehmannSelfEnergy {ι : Type*} [Fintype ι] (s₀ : ℝ) (v p : ι → ℝ) {w : ℝ}
    (hw : ∀ k, w ≠ p k) :
    HasDerivAt (lehmannSelfEnergy s₀ v p) (-∑ k, v k ^ 2 / (w - p k) ^ 2) w := by
  have h : ∀ k ∈ Finset.univ,
      HasDerivAt (fun x => v k ^ 2 / (x - p k)) (-(v k ^ 2 / (w - p k) ^ 2)) w := by
    intro k _
    have hk := (hasDerivAt_const w (v k ^ 2)).fun_div
      ((hasDerivAt_id' w).sub_const (p k)) (sub_ne_zero.mpr (hw k))
    exact hk.congr_deriv (by ring)
  rw [← Finset.sum_neg_distrib]
  exact (HasDerivAt.fun_sum h).const_add s₀

/-- For a Lehmann self-energy, a continuous solution branch whose energy at `ε` is not a pole has
slope `1 / (1 + ∑ v_k² / (E - p_k)²)` there, which equals one exactly when all couplings vanish. -/
theorem lehmann_quasiparticle_slope {ι : Type*} [Fintype ι] {s₀ : ℝ} {v p : ι → ℝ}
    {E : ℝ → ℝ} {ε : ℝ} (hE : ContinuousAt E ε)
    (hD : ∀ᶠ y in 𝓝 ε, E y = y + lehmannSelfEnergy s₀ v p (E y)) (hp : ∀ k, E ε ≠ p k) :
    HasDerivAt E (1 / (1 + ∑ k, v k ^ 2 / (E ε - p k) ^ 2)) ε ∧
      (1 / (1 + ∑ k, v k ^ 2 / (E ε - p k) ^ 2) = 1 ↔ ∀ k, v k = 0) := by
  have hterm : ∀ k ∈ Finset.univ, 0 ≤ v k ^ 2 / (E ε - p k) ^ 2 := fun k _ => by positivity
  have hsum := Finset.sum_nonneg hterm
  constructor
  · have h := (quasiparticle_slope hE hD
      (hasDerivAt_lehmannSelfEnergy s₀ v p hp) (by linarith)).1
    exact h.congr_deriv (by rw [quasiparticleWeight, sub_neg_eq_add])
  · constructor
    · intro h k
      rw [div_eq_iff (by linarith)] at h
      -- A vanishing sum of nonnegative terms has only zero terms.
      have h0 : ∑ k, v k ^ 2 / (E ε - p k) ^ 2 = 0 := by linarith
      have hk := (Finset.sum_eq_zero_iff_of_nonneg hterm).mp h0 k (Finset.mem_univ k)
      rcases div_eq_zero_iff.mp hk with h1 | h1
      · exact (pow_eq_zero_iff two_ne_zero).mp h1
      · exact absurd ((pow_eq_zero_iff two_ne_zero).mp h1) (sub_ne_zero.mpr (hp k))
    · intro h
      simp [h]

/-- The upper energy of a level `y` coupled with strength `v` to a level at zero. -/
def upperBranch (v y : ℝ) : ℝ := (y + √(y ^ 2 + 4 * v ^ 2)) / 2

/-- For nonzero coupling, the upper branch is continuous, avoids the pole at zero and solves the
quasiparticle equation with the one-pole self-energy `v² / w` at every bare energy. -/
theorem upperBranch_witness {v : ℝ} (hv : v ≠ 0) :
    Continuous (upperBranch v) ∧ ∀ y, upperBranch v y ≠ 0 ∧
      upperBranch v y =
        y + lehmannSelfEnergy 0 (fun _ : Fin 1 => v) (fun _ => 0) (upperBranch v y) := by
  constructor
  · show Continuous fun y : ℝ => (y + √(y ^ 2 + 4 * v ^ 2)) / 2
    fun_prop
  · intro y
    have hr : √(y ^ 2 + 4 * v ^ 2) ^ 2 = y ^ 2 + 4 * v ^ 2 := Real.sq_sqrt (by positivity)
    -- The secular equation of the two coupled levels.
    have hq : upperBranch v y * (upperBranch v y - y) = v ^ 2 := by
      unfold upperBranch
      linear_combination hr / 4
    have h0 : upperBranch v y ≠ 0 := by
      intro h
      rw [h, zero_mul] at hq
      exact hv ((pow_eq_zero_iff two_ne_zero).mp hq.symm)
    have hdiv : v ^ 2 / upperBranch v y = upperBranch v y - y := by
      rw [div_eq_iff h0]
      linear_combination -hq
    refine ⟨h0, ?_⟩
    simp only [lehmannSelfEnergy, Finset.univ_unique, Finset.sum_singleton, sub_zero, zero_add]
    linarith

end

end QuasiparticleSlope
```

```lean
#print axioms QuasiparticleSlope.quasiparticle_slope
#print axioms QuasiparticleSlope.velocity_renormalisation
#print axioms QuasiparticleSlope.weight_is_residue
#print axioms QuasiparticleSlope.lehmann_quasiparticle_slope
```

```
'QuasiparticleSlope.quasiparticle_slope' depends on axioms: [propext, Classical.choice, Quot.sound]
'QuasiparticleSlope.velocity_renormalisation' depends on axioms: [propext, Classical.choice, Quot.sound]
'QuasiparticleSlope.weight_is_residue' depends on axioms: [propext, Classical.choice, Quot.sound]
'QuasiparticleSlope.lehmann_quasiparticle_slope' depends on axioms: [propext, Classical.choice, Quot.sound]
```

## The theorems in physical terms

The file writes `S` for Σ and `w` for ω. The letter `s` is the slope of the self-energy, whereas `s₀` is the static shift and has nothing to do with that slope. In the Lehmann form `v k` is a coupling; the bare velocity is called `u`. All quantities are real numbers or real functions, so the Green's function carries no infinitesimal imaginary part.

`quasiparticle_slope` is the result stated at the top. Its hypothesis `hE` is continuity of the branch at ε, and `hS` says that the self-energy has derivative `s` at `E ε`. The hypothesis `hD`, with `∀ᶠ y in 𝓝 ε`, demands the quasiparticle equation for all bare energies in some neighbourhood of ε. Demanding it at ε alone would leave the slope of `E` undetermined. The conclusion `HasDerivAt E (quasiparticleWeight s) ε` says both that `E` is differentiable at ε and what its derivative is. `hasDerivAt_branch` gives the same derivative under the weaker condition `s ≠ 1`, without the bounds.

`velocity_renormalisation` composes the branch with a function `band` of one momentum variable. Momentum independence is built in, because a single function `S` serves the whole band. `weight_is_residue` states the limit of `(w - w₀) * greenFunction S ε w` as `w` approaches `w₀` through values different from `w₀`.

In `quasiparticle_slope` and `velocity_renormalisation`, `s ≤ 0` is assumed. It stands for the positivity of the spectral weight in the self-energy, which makes a causal self-energy decrease between its poles. For the finite Lehmann form, `hasDerivAt_lehmannSelfEnergy` supplies the slope explicitly, and `lehmann_quasiparticle_slope` needs no assumption on its sign. The condition `hp` keeps `E ε` away from every pole; by continuity, nearby solutions stay away too, so Lean's convention that division by zero gives zero plays no part there.

`upperBranch_witness` shows that the two-level branch is continuous, avoids the pole and solves the quasiparticle equation at every bare energy. It therefore meets the hypotheses of the Lehmann theorem for every nonzero coupling.

## From the derivation to the Lean proofs

In `hasDerivAt_branch`, the step `hg` computes the derivative of g, and `hinv` rearranges the quasiparticle equation into g(E(y)) = y. Mathlib's `HasDerivAt.of_local_left_inverse` then carries out the difference-quotient argument, including the passage from continuity to differentiability. `quasiparticle_slope` adds the bounds, which follow from 1 − s ≥ 1 when s ≤ 0, and `velocity_renormalisation` applies the chain rule through `HasDerivAt.comp`.

`weight_is_residue` starts from the limit of the difference quotient of g and inverts it with `inv₀`, which requires 1 − s to be nonzero. The identity `hden` uses the quasiparticle equation at `w₀` to recognise the denominator of the Green's function.

For the Lehmann form, the quotient rule is applied to each pole term and the derivatives are summed. The equivalence with vanishing couplings rests on `Finset.sum_eq_zero_iff_of_nonneg`: a zero sum of nonnegative terms has only zero terms. In the two-level example, `hq` is the secular equation E(E − y) = v², obtained from the square of the root; it yields first that the energy is nonzero and then the form with v²/E.

## What a code can take from the theorems

For a fixed real Σ and a continuous branch, the derivative with respect to the bare energy is exactly Z wherever Σ has a slope other than one at the solution, and 0 < Z ≤ 1 if that slope is not positive. This is a local statement about one branch. It does not say that a solution exists for a general Σ, that the solution is unique, or that an iteration converges to it. A solver that jumps from one root to another as the bare energy changes produces a function that violates the continuity hypothesis, even if every returned value solves the equation.

The step left to the user is the passage from an interacting many-body Hamiltonian to one real function Σ that stays the same while the bare energy varies. In a metal the self-energy is in general complex. A self-energy that is recomputed after a change of the bare levels also responds to that change, in a one-shot GW calculation as well as in a self-consistent one. The derivative of the resulting energy then in general contains a further contribution from that response, which Z alone does not give.

The theorems concern real numbers and say nothing about rounding or about the error of a numerically differentiated Σ. The Newton formula and the numerical example with v = ε = 1 are ordinary algebra that accompanies the file and is not stated in it.
